# Phillips–Kleinman construction: valence solutions from a core-projected equation

## Physical setting

Let $H$ be the matrix of a one-electron Hamiltonian in a finite orthonormal basis. The columns of a rectangular matrix $C$ are the core orbitals, and $D=\mathrm{diag}(E_i)$ holds their real energies $E_i$. The core equation is
$$HC=CD.$$
For a coefficient vector $x$, define
$$P=CC^\dagger,\qquad \psi=(1-P)x.$$
When the core orbitals are orthonormal, $C^\dagger C=1$, $P$ projects onto the core space and $\psi$ is $x$ with its core components removed. The letter $e$ denotes a trial energy.

In this finite, non-interacting model with exact core eigenvectors, the construction replaces a search for core-orthogonal valence states by an equation for an unconstrained vector $x$.

## Statement

If $HC=CD$, then for every $e$ and $x$
$$(H-CDC^\dagger)x=e(1-CC^\dagger)x\quad\Longleftrightarrow\quad H\psi=e\psi .$$
The same condition on $\psi$ is equivalent to $K(e)x=ex$, where
$$K(e)=H+C(e-D)C^\dagger$$
is the Phillips–Kleinman Hamiltonian.

"Solution" here includes the zero vector. For orthonormal core orbitals, a pure core vector $x=Ca$ has $\psi=0$ and satisfies these equations at any $e$. A physical valence state therefore requires $\psi\neq0$.

## Derivation

**The equivalence.** The core equation gives $CDC^\dagger=HCC^\dagger$, so
$$(H-CDC^\dagger)x=H(1-CC^\dagger)x=H\psi .$$
The right-hand side of the original equation is $e\psi$, so the two equations are the same.

**The energy-dependent form.** Again by the core equation,
$$K(e)=H+eP-HP=H(1-P)+eP,$$
hence $K(e)x-ex=H\psi-e(1-P)x=H\psi-e\psi$. One side vanishes exactly when the other does.

**All solutions.** Now let $C^\dagger C=1$. Then $C^\dagger\psi=C^\dagger x-C^\dagger CC^\dagger x=0$, and $x=\psi+C(C^\dagger x)$. Conversely, if $C^\dagger\psi=0$, then for any $a$
$$(1-P)(\psi+Ca)=\psi+Ca-C(0+a)=\psi .$$
So the solutions of $K(e)x=ex$ are exactly $x=\psi+Ca$, with $H\psi=e\psi$, $C^\dagger\psi=0$ and $a$ arbitrary. Also, $(1-P)x=0$ gives $x=C(C^\dagger x)$, and the last display with $\psi=0$ gives the converse: the projection vanishes exactly for pure core vectors.

**Other pseudopotentials.** Let $H$ also be Hermitian. The adjoint of the core equation is $C^\dagger H=DC^\dagger$, so $PH=CDC^\dagger=HP$. For any matrix $F$ of matching size, $PCF=CF$, and therefore
$$(1-P)(H+CF)=H(1-P).$$
If $(H+CF)x=ex$, applying $1-P$ gives $H\psi=e\psi$.

**Orthogonality to the core.** If $H$ is Hermitian and $H\psi=e\psi$ for some vector $\psi$, then $DC^\dagger\psi=C^\dagger H\psi=eC^\dagger\psi$. Component $i$ reads $(e-E_i)(C^\dagger\psi)_i=0$. If $e$ differs from every $E_i$, then $C^\dagger\psi=0$; this step does not use $C^\dagger C=1$.

**In a calculation.** One can fix a real reference energy $e_0$, away from the valence eigenvalues sought, and diagonalise $K(e_0)$, which has the form $H+CF$ with $F=(e_0-D)C^\dagger$. For Hermitian $H$ and orthonormal core orbitals, this moves the core eigenvalues to $e_0$ and leaves the valence eigenvalues unchanged. Code can apply the extra term by computing $C^\dagger x$, scaling component $i$ by $e_0-E_i$, and multiplying by $C$. It should then form $\psi$ and reject solutions for which it vanishes to numerical accuracy. If $e_0$ equalled a valence eigenvalue, the computed eigenvectors could mix core and valence parts, and several of them could project to the same valence state.

## What the formal version assumes

The finite types `n` and `m` label basis functions and core orbitals. `H` and `C` are complex matrices, `E : m → ℝ` gives the core energies, and `coreEnergies E` is $D$. `Cᴴ` is $C^\dagger$, `*ᵥ` is matrix times vector, and `valence C x` is $\psi$. The energy `e` may be complex.

Both `phillips_kleinman_iff` and `pkHamiltonian_iff` assume only the core equation `h`. Orthonormality enters as `hC`, and Hermiticity as `hH`, in the theorems that use them.

The core orbitals are given as exact eigenvectors of the same `H`; they are not computed. A non-orthogonal basis with its overlap matrix, self-consistent fields and continuum operators are not treated. Nor does the algebra show that the added term cancels the attractive core potential or makes $x$ smooth.

In Lean 4 with Mathlib:

```lean
import Mathlib

open Matrix

namespace PhillipsKleinman

noncomputable section

variable {n m : Type*} [Fintype n] [DecidableEq n] [Fintype m] [DecidableEq m]

/-- The diagonal matrix of real core energies. -/
def coreEnergies (E : m → ℝ) : Matrix m m ℂ := diagonal (fun i => (E i : ℂ))

/-- The vector `(1 - C Cᴴ) x`, which is `x` with its core components removed when `Cᴴ C = 1`. -/
def valence (C : Matrix n m ℂ) (x : n → ℂ) : n → ℂ := (1 - C * Cᴴ) *ᵥ x

/-- The Phillips-Kleinman Hamiltonian `H + C (e - E) Cᴴ` at energy `e`. -/
def pkHamiltonian (H : Matrix n n ℂ) (C : Matrix n m ℂ) (E : m → ℝ) (e : ℂ) :
    Matrix n n ℂ :=
  H + C * (e • (1 : Matrix m m ℂ) - coreEnergies E) * Cᴴ

/-- For orthonormal core orbitals, the projected vector is orthogonal to every core orbital. -/
theorem core_orthogonal_valence {C : Matrix n m ℂ} (hC : Cᴴ * C = 1) (x : n → ℂ) :
    Cᴴ *ᵥ valence C x = 0 := by
  rw [valence, Matrix.mulVec_mulVec, Matrix.mul_sub, Matrix.mul_one, ← Matrix.mul_assoc, hC,
    Matrix.one_mul, sub_self, Matrix.zero_mulVec]

/-- For orthonormal core orbitals, projection recovers a core-orthogonal vector `ψ` after
any core admixture `C a`
has been added to it. -/
theorem valence_add_core {C : Matrix n m ℂ} (hC : Cᴴ * C = 1) {ψ : n → ℂ}
    (hψ : Cᴴ *ᵥ ψ = 0) (a : m → ℂ) : valence C (ψ + C *ᵥ a) = ψ := by
  rw [valence, Matrix.sub_mulVec, Matrix.one_mulVec,
    ← Matrix.mulVec_mulVec (ψ + C *ᵥ a) C Cᴴ, Matrix.mulVec_add Cᴴ, hψ, zero_add,
    Matrix.mulVec_mulVec a Cᴴ C, hC, Matrix.one_mulVec, add_sub_cancel_right]

/-- For orthonormal core orbitals, the projected vector vanishes exactly when `x` is a
combination of core orbitals. -/
theorem valence_eq_zero_iff {C : Matrix n m ℂ} (hC : Cᴴ * C = 1) (x : n → ℂ) :
    valence C x = 0 ↔ ∃ a : m → ℂ, x = C *ᵥ a := by
  constructor
  · intro h
    rw [valence, Matrix.sub_mulVec, Matrix.one_mulVec, ← Matrix.mulVec_mulVec x C Cᴴ] at h
    exact ⟨Cᴴ *ᵥ x, sub_eq_zero.mp h⟩
  · rintro ⟨a, rfl⟩
    have h := valence_add_core hC (ψ := 0) (Matrix.mulVec_zero _) a
    rwa [zero_add] at h

/-- Given the core equation `H C = C E`, the equation
`(H - C E Cᴴ) x = e (1 - C Cᴴ) x` holds if and only if the vector
`ψ = (1 - C Cᴴ) x` satisfies `H ψ = e ψ`. -/
theorem phillips_kleinman_iff {H : Matrix n n ℂ} {C : Matrix n m ℂ} {E : m → ℝ}
    (h : H * C = C * coreEnergies E) (e : ℂ) (x : n → ℂ) :
    (H - C * coreEnergies E * Cᴴ) *ᵥ x = e • ((1 - C * Cᴴ) *ᵥ x) ↔
      H *ᵥ valence C x = e • valence C x := by
  -- the core term subtracts the action of H on the core part of x
  have key : (H - C * coreEnergies E * Cᴴ) *ᵥ x = H *ᵥ valence C x := by
    rw [valence, Matrix.mulVec_mulVec, Matrix.mul_sub, Matrix.mul_one, ← Matrix.mul_assoc, h]
  exact ⟨fun k => key.symm.trans k, fun k => key.trans k⟩

/-- Given the core equation `H C = C E`, a vector `x` solves the Phillips-Kleinman equation
at energy `e` if and only if its
image `ψ = (1 - C Cᴴ) x` satisfies `H ψ = e ψ` at the same energy. -/
theorem pkHamiltonian_iff {H : Matrix n n ℂ} {C : Matrix n m ℂ} {E : m → ℝ}
    (h : H * C = C * coreEnergies E) (e : ℂ) (x : n → ℂ) :
    pkHamiltonian H C E e *ᵥ x = e • x ↔ H *ᵥ valence C x = e • valence C x := by
  have h1 : C * (e • (1 : Matrix m m ℂ) - coreEnergies E) = e • C - H * C := by
    rw [Matrix.mul_sub, Matrix.mul_smul, Matrix.mul_one, h]
  -- H acts on the projected part, while the core part is multiplied by e
  have h2 : pkHamiltonian H C E e = H * (1 - C * Cᴴ) + e • (C * Cᴴ) := by
    rw [pkHamiltonian, h1, Matrix.sub_mul, Matrix.smul_mul, Matrix.mul_assoc,
      Matrix.mul_sub, Matrix.mul_one]
    abel
  have h3 : pkHamiltonian H C E e *ᵥ x - e • x
      = H *ᵥ valence C x - e • valence C x := by
    rw [h2, Matrix.add_mulVec, Matrix.smul_mulVec,
      ← Matrix.mulVec_mulVec x H (1 - C * Cᴴ), valence, Matrix.sub_mulVec, Matrix.one_mulVec]
    module
  rw [← sub_eq_zero, h3, sub_eq_zero]

/-- For orthonormal core orbitals with `H C = C E`, the solutions of the Phillips-Kleinman
equation at energy `e` are exactly the vectors
`ψ + C a`, with `ψ` a core-orthogonal solution of `H ψ = e ψ` and `a` arbitrary. -/
theorem pk_solutions {H : Matrix n n ℂ} {C : Matrix n m ℂ} {E : m → ℝ}
    (h : H * C = C * coreEnergies E) (hC : Cᴴ * C = 1) (e : ℂ) (x : n → ℂ) :
    pkHamiltonian H C E e *ᵥ x = e • x ↔
      ∃ (ψ : n → ℂ) (a : m → ℂ), Cᴴ *ᵥ ψ = 0 ∧ H *ᵥ ψ = e • ψ ∧ x = ψ + C *ᵥ a := by
  rw [pkHamiltonian_iff h]
  constructor
  · intro k
    refine ⟨valence C x, Cᴴ *ᵥ x, core_orthogonal_valence hC x, k, ?_⟩
    rw [valence, Matrix.sub_mulVec, Matrix.one_mulVec, ← Matrix.mulVec_mulVec x C Cᴴ,
      sub_add_cancel]
  · rintro ⟨ψ, a, h1, h2, rfl⟩
    rw [valence_add_core hC h1]
    exact h2

omit [DecidableEq n] in
/-- For Hermitian `H`, the core equation `H C = C E` has the adjoint form `Cᴴ H = E Cᴴ`. -/
theorem core_equation_adjoint {H : Matrix n n ℂ} {C : Matrix n m ℂ} {E : m → ℝ}
    (hH : H.IsHermitian) (h : H * C = C * coreEnergies E) :
    Cᴴ * H = coreEnergies E * Cᴴ := by
  have hD : (coreEnergies E)ᴴ = coreEnergies E := by
    rw [coreEnergies, Matrix.diagonal_conjTranspose]
    exact congrArg _ (funext fun i => by simp)
  have k := congrArg Matrix.conjTranspose h
  rwa [Matrix.conjTranspose_mul, Matrix.conjTranspose_mul, hH.eq, hD] at k

/-- For Hermitian `H`, orthonormal core orbitals with `H C = C E`, and any pseudopotential
of the form `C F`, the projection of a solution of
`(H + C F) x = e x` satisfies the original equation at the same energy. -/
theorem general_pseudopotential {H : Matrix n n ℂ} {C : Matrix n m ℂ} {E : m → ℝ}
    (hH : H.IsHermitian) (h : H * C = C * coreEnergies E) (hC : Cᴴ * C = 1)
    (F : Matrix m n ℂ) {e : ℂ} {x : n → ℂ} (hx : (H + C * F) *ᵥ x = e • x) :
    H *ᵥ valence C x = e • valence C x := by
  -- the core projector commutes with H and leaves C F unchanged
  have a : C * Cᴴ * H = H * (C * Cᴴ) := by
    rw [Matrix.mul_assoc, core_equation_adjoint hH h, ← Matrix.mul_assoc, ← h,
      Matrix.mul_assoc]
  have b : C * Cᴴ * (C * F) = C * F := by
    rw [Matrix.mul_assoc, ← Matrix.mul_assoc Cᴴ, hC, Matrix.one_mul]
  have key : (1 - C * Cᴴ) * (H + C * F) = H * (1 - C * Cᴴ) := by
    rw [Matrix.mul_add, Matrix.sub_mul, Matrix.sub_mul, a, b, Matrix.one_mul, Matrix.one_mul,
      Matrix.mul_sub, Matrix.mul_one]
    abel
  rw [valence, Matrix.mulVec_mulVec, ← key, ← Matrix.mulVec_mulVec, hx, Matrix.mulVec_smul]

omit [DecidableEq n] in
/-- For Hermitian `H`, a solution of `H ψ = e ψ` whose energy differs from every core energy is
orthogonal to all core orbitals. -/
theorem core_orthogonal_of_energy_ne {H : Matrix n n ℂ} {C : Matrix n m ℂ} {E : m → ℝ}
    (hH : H.IsHermitian) (h : H * C = C * coreEnergies E) {e : ℂ} {ψ : n → ℂ}
    (hψ : H *ᵥ ψ = e • ψ) (he : ∀ i, e ≠ (E i : ℂ)) : Cᴴ *ᵥ ψ = 0 := by
  have k : coreEnergies E *ᵥ (Cᴴ *ᵥ ψ) = e • (Cᴴ *ᵥ ψ) := by
    rw [Matrix.mulVec_mulVec, ← core_equation_adjoint hH h, ← Matrix.mulVec_mulVec, hψ,
      Matrix.mulVec_smul]
  funext i
  have ki := congrFun k i
  simp only [coreEnergies, Matrix.mulVec_diagonal, Pi.smul_apply, smul_eq_mul] at ki
  have hz : (e - (E i : ℂ)) * (Cᴴ *ᵥ ψ) i = 0 := by linear_combination -ki
  exact (mul_eq_zero.mp hz).resolve_left (sub_ne_zero.mpr (he i))

/-- A two-level Hamiltonian with rational entries. -/
def exampleH : Matrix (Fin 2) (Fin 2) ℂ := !![7/25, -24/25; -24/25, -7/25]

/-- A single core orbital in the two-level basis. -/
def exampleC : Matrix (Fin 2) (Fin 1) ℂ := !![3/5; 4/5]

/-- The two-level example is Hermitian, has a normalised core orbital of energy `-1`, and has
the vector `(4, -3)` as a solution at energy `1`. -/
theorem phillips_kleinman_witness :
    exampleH.IsHermitian ∧ exampleH * exampleC = exampleC * coreEnergies (fun _ => -1) ∧
      exampleCᴴ * exampleC = 1 ∧ exampleH *ᵥ ![4, -3] = (1 : ℂ) • ![4, -3] := by
  refine ⟨?_, ?_, ?_, ?_⟩
  · change exampleHᴴ = exampleH
    ext i j
    fin_cases i <;> fin_cases j <;> norm_num [exampleH, Matrix.conjTranspose_apply]
  · ext i j
    -- multiplication by the diagonal matrix scales the core orbital by its energy
    refine Eq.trans ?_ (Matrix.mul_diagonal (fun _ => ((-1 : ℝ) : ℂ)) exampleC i j).symm
    fin_cases i <;> fin_cases j <;>
      norm_num [exampleH, exampleC, Matrix.mul_apply, Fin.sum_univ_succ]
  · have h3 : (starRingEnd ℂ) 3 = 3 := Complex.conj_eq_iff_im.mpr (by norm_num)
    have h4 : (starRingEnd ℂ) 4 = 4 := Complex.conj_eq_iff_im.mpr (by norm_num)
    have h5 : (starRingEnd ℂ) 5 = 5 := Complex.conj_eq_iff_im.mpr (by norm_num)
    ext i j
    fin_cases i
    fin_cases j
    norm_num [exampleC, Matrix.mul_apply, Matrix.conjTranspose_apply, Fin.sum_univ_succ]
    rw [h3, h4, h5]
    norm_num
  · funext i
    fin_cases i <;> norm_num [exampleH, Matrix.mulVec, dotProduct, Fin.sum_univ_succ]

end

end PhillipsKleinman
```

```lean
#print axioms PhillipsKleinman.phillips_kleinman_iff
#print axioms PhillipsKleinman.pk_solutions
#print axioms PhillipsKleinman.general_pseudopotential
#print axioms PhillipsKleinman.core_orthogonal_of_energy_ne
```

```
'PhillipsKleinman.phillips_kleinman_iff' depends on axioms: [propext, Classical.choice, Quot.sound]
'PhillipsKleinman.pk_solutions' depends on axioms: [propext, Classical.choice, Quot.sound]
'PhillipsKleinman.general_pseudopotential' depends on axioms: [propext, Classical.choice, Quot.sound]
'PhillipsKleinman.core_orthogonal_of_energy_ne' depends on axioms: [propext, Classical.choice, Quot.sound]
```

## Notes on the proof

In `phillips_kleinman_iff`, `key` is the identity $(H-CDC^\dagger)x=H\psi$; both directions follow by chaining equalities. In `pkHamiltonian_iff`, `h1` and `h2` rewrite $K(e)$ as $H(1-P)+eP$, and `h3` equates the two residuals.

The lemmas `core_orthogonal_valence` and `valence_add_core` are the two projection calculations. `valence_eq_zero_iff` identifies the pure core vectors, and `pk_solutions` supplies $\psi$ and $a=C^\dagger x$ explicitly.

`core_equation_adjoint` takes the conjugate transpose, using the reality of the energies. In `general_pseudopotential`, `a` is $PH=HP$, `b` is $PCF=CF$, and `key` combines them. `core_orthogonal_of_energy_ne` reads off component `i` and cancels the nonzero factor $e-E_i$.

Finally, `phillips_kleinman_witness` checks a two-level example entry by entry. Its core orbital $(3/5,4/5)$ has energy $-1$. The vector $(4,-3)$, normalised to $(4/5,-3/5)$, is a solution at energy $1$.
